# Probability in a region of a finite Hermitian lattice changes only through currents on boundary bonds

A particle that starts on site 0 of a two-site lattice with zero site energies and hopping amplitudes $H_{01}=-i$ and $H_{10}=i$ has, in units with $\hbar=1$, the amplitudes $\psi_0=\cos t$ and $\psi_1=\sin t$ at time $t$. The probability $\cos^2 t$ on site 0 changes at the rate $-\sin 2t$, which equals the current $2\,\mathrm{Im}(\overline{\psi_0}H_{01}\psi_1)$ from site 1 into site 0, and the Lean file below proves the corresponding balance for every region of a finite lattice with a Hermitian Hamiltonian.

```lean
import Mathlib

open ComplexConjugate
open Complex (I)

namespace LatticeCurrentContinuity

noncomputable section

variable {n : Type*} [Fintype n]

/-- The Schrödinger equation `i ψ' = H ψ` on a finite set of sites, solved for the time
derivative; the Hamiltonian may depend on time. -/
def SolvesSchrodinger (H : ℝ → Matrix n n ℂ) (ψ : ℝ → n → ℂ) : Prop :=
  ∀ t x, HasDerivAt (fun s => ψ s x) (-I * ∑ y, H t x y * ψ t y) t

omit [Fintype n] in
/-- The bond current `J_xy = 2 Im(conj(φ_x) H_xy φ_y)`, counted positive when it flows
from site `y` into site `x`. -/
def bondCurrent (H : Matrix n n ℂ) (φ : n → ℂ) (x y : n) : ℝ :=
  2 * (conj (φ x) * H x y * φ y).im

/-- The phase factor `exp(i θ_x)` attached to site `x`. -/
def sitePhase (θ : n → ℝ) (x : n) : ℂ := Complex.exp (θ x * I)

/-- The state after a change of the site phases. -/
def gaugeState (θ : n → ℝ) (φ : n → ℂ) : n → ℂ := fun x => sitePhase θ x * φ x

/-- The Hamiltonian after a change of the site phases: each hopping amplitude picks up
the phase difference of its two ends. -/
def gaugeHamiltonian (θ : n → ℝ) (H : Matrix n n ℂ) : Matrix n n ℂ :=
  fun x y => sitePhase θ x * H x y * conj (sitePhase θ y)

omit [Fintype n] in
/-- A site phase has unit modulus. -/
theorem conj_sitePhase_mul (θ : n → ℝ) (x : n) :
    conj (sitePhase θ x) * sitePhase θ x = 1 := by
  rw [mul_comm, Complex.mul_conj, Complex.normSq_eq_norm_sq, sitePhase,
    Complex.norm_exp_ofReal_mul_I]
  norm_num

/-- Local continuity equation: the probability on a site changes at the rate given by the
sum of the bond currents into it. -/
theorem site_continuity {H : ℝ → Matrix n n ℂ} {ψ : ℝ → n → ℂ}
    (h : SolvesSchrodinger H ψ) (t : ℝ) (x : n) :
    HasDerivAt (fun s => ‖ψ s x‖ ^ 2) (∑ y, bondCurrent (H t) (ψ t) x y) t := by
  -- the currents into `x` add up to `2 Im(conj(ψ_x) (H ψ)_x)`
  have hsum : ∑ y, bondCurrent (H t) (ψ t) x y
      = 2 * (conj (ψ t x) * ∑ y, H t x y * ψ t y).im := by
    simp only [bondCurrent, Finset.mul_sum, Complex.im_sum, mul_assoc]
  have hd := h t x
  rw [hsum]
  generalize (∑ y, H t x y * ψ t y) = w at hd ⊢
  -- differentiate the real and imaginary parts separately
  have hre : HasDerivAt (fun s => (ψ s x).re) (-I * w).re t :=
    Complex.reCLM.hasFDerivAt.comp_hasDerivAt t hd
  have him : HasDerivAt (fun s => (ψ s x).im) (-I * w).im t :=
    Complex.imCLM.hasFDerivAt.comp_hasDerivAt t hd
  simp only [Complex.sq_norm, Complex.normSq_apply]
  refine ((hre.fun_mul hre).fun_add (him.fun_mul him)).congr_deriv ?_
  simp only [Complex.mul_re, Complex.mul_im, Complex.neg_re, Complex.neg_im, Complex.I_re,
    Complex.I_im, Complex.conj_re, Complex.conj_im]
  ring

omit [Fintype n] in
/-- For a Hermitian Hamiltonian the current from `y` to `x` is minus the current from
`x` to `y`. -/
theorem bondCurrent_antisymm {H : Matrix n n ℂ} (hH : H.IsHermitian) (φ : n → ℂ) (x y : n) :
    bondCurrent H φ x y = -bondCurrent H φ y x := by
  have e : H y x = conj (H x y) := (hH.apply y x).symm
  unfold bondCurrent
  rw [e]
  simp only [Complex.mul_re, Complex.mul_im, Complex.conj_re, Complex.conj_im]
  ring

omit [Fintype n] in
/-- The bond currents are antisymmetric in every state exactly when the Hamiltonian is
Hermitian. -/
theorem isHermitian_iff_bondCurrent_antisymm (H : Matrix n n ℂ) :
    H.IsHermitian ↔ ∀ φ x y, bondCurrent H φ x y = -bondCurrent H φ y x := by
  classical
  refine ⟨fun hH => bondCurrent_antisymm hH, fun h => ?_⟩
  ext x y
  rw [Matrix.conjTranspose_apply]
  apply Complex.ext
  · change (H y x).re = (H x y).re
    by_cases hxy : x = y
    · rw [hxy]
    · -- a quarter-turn phase on site `y` probes the real parts
      have h2 := h (fun z => if z = y then I else 1) x y
      simp [bondCurrent, hxy, Complex.mul_im] at h2
      linarith
  · change -(H y x).im = (H x y).im
    -- the uniform state probes the imaginary parts
    have h1 := h (fun _ => 1) x y
    simp only [bondCurrent, map_one, one_mul, mul_one] at h1
    linarith

/-- Continuity equation for a region: at a time when the Hamiltonian is Hermitian, the probability
inside any set `S` of sites changes only through the currents on bonds that join `S` to its
complement. -/
theorem region_continuity [DecidableEq n] {H : ℝ → Matrix n n ℂ} {ψ : ℝ → n → ℂ}
    (h : SolvesSchrodinger H ψ) (t : ℝ) (hH : (H t).IsHermitian) (S : Finset n) :
    HasDerivAt (fun s => ∑ x ∈ S, ‖ψ s x‖ ^ 2)
      (∑ x ∈ S, ∑ y ∈ Sᶜ, bondCurrent (H t) (ψ t) x y) t := by
  refine (HasDerivAt.fun_sum (fun x _ => site_continuity h t x)).congr_deriv ?_
  -- currents between two sites of `S` cancel in pairs
  have hin : ∑ x ∈ S, ∑ y ∈ S, bondCurrent (H t) (ψ t) x y
      = -∑ x ∈ S, ∑ y ∈ S, bondCurrent (H t) (ψ t) x y := by
    calc ∑ x ∈ S, ∑ y ∈ S, bondCurrent (H t) (ψ t) x y
        = ∑ x ∈ S, ∑ y ∈ S, -bondCurrent (H t) (ψ t) y x :=
          Finset.sum_congr rfl fun x _ => Finset.sum_congr rfl fun y _ =>
            bondCurrent_antisymm hH (ψ t) x y
      _ = -∑ x ∈ S, ∑ y ∈ S, bondCurrent (H t) (ψ t) y x := by
          simp only [Finset.sum_neg_distrib]
      _ = -∑ x ∈ S, ∑ y ∈ S, bondCurrent (H t) (ψ t) x y := by
          rw [Finset.sum_comm]
  have hsplit : ∑ x ∈ S, ∑ y, bondCurrent (H t) (ψ t) x y
      = ∑ x ∈ S, ∑ y ∈ S, bondCurrent (H t) (ψ t) x y
        + ∑ x ∈ S, ∑ y ∈ Sᶜ, bondCurrent (H t) (ψ t) x y := by
    rw [← Finset.sum_add_distrib]
    exact Finset.sum_congr rfl fun x _ => (Finset.sum_add_sum_compl S _).symm
  linarith

omit [Fintype n] in
/-- Every bond current is unchanged when the site phases of the state and of the
Hamiltonian are changed together. -/
theorem bondCurrent_gauge (θ : n → ℝ) (H : Matrix n n ℂ) (φ : n → ℂ) (x y : n) :
    bondCurrent (gaugeHamiltonian θ H) (gaugeState θ φ) x y = bondCurrent H φ x y := by
  have hx := conj_sitePhase_mul θ x
  have hy := conj_sitePhase_mul θ y
  unfold bondCurrent gaugeHamiltonian gaugeState
  congr 2
  rw [map_mul]
  linear_combination (conj (φ x) * H x y * φ y * (conj (sitePhase θ y) * sitePhase θ y)) * hx
    + (conj (φ x) * H x y * φ y) * hy

/-- A time-independent change of site phases carries solutions of the Schrödinger equation
to solutions with the transformed Hamiltonian. -/
theorem solvesSchrodinger_gauge (θ : n → ℝ) {H : ℝ → Matrix n n ℂ} {ψ : ℝ → n → ℂ}
    (h : SolvesSchrodinger H ψ) :
    SolvesSchrodinger (fun t => gaugeHamiltonian θ (H t)) (fun t => gaugeState θ (ψ t)) := by
  intro t x
  refine ((h t x).const_mul (sitePhase θ x)).congr_deriv ?_
  have hs : ∑ y, gaugeHamiltonian θ (H t) x y * gaugeState θ (ψ t) y
      = sitePhase θ x * ∑ y, H t x y * ψ t y := by
    rw [Finset.mul_sum]
    refine Finset.sum_congr rfl fun y _ => ?_
    unfold gaugeHamiltonian gaugeState
    linear_combination (sitePhase θ x * H t x y * ψ t y) * conj_sitePhase_mul θ y
  rw [hs]
  ring

/-- Two sites joined by a purely imaginary hopping amplitude. -/
def twoSiteHamiltonian : Matrix (Fin 2) (Fin 2) ℂ := !![0, -I; I, 0]

/-- A state that oscillates between two sites with amplitudes `cos t` and `sin t`. -/
def twoSiteState (t : ℝ) : Fin 2 → ℂ := ![(Real.cos t : ℂ), (Real.sin t : ℂ)]

/-- The two-site Hamiltonian is Hermitian, the oscillating state solves its Schrödinger
equation, and the current from the second site into the first is `-sin 2t`. -/
theorem twoSite_witness :
    twoSiteHamiltonian.IsHermitian ∧
    SolvesSchrodinger (fun _ => twoSiteHamiltonian) twoSiteState ∧
    ∀ t, bondCurrent twoSiteHamiltonian (twoSiteState t) 0 1 = -Real.sin (2 * t) := by
  refine ⟨?_, fun t => Fin.forall_fin_two.2 ⟨?_, ?_⟩, fun t => ?_⟩
  · ext i j
    fin_cases i <;> fin_cases j <;> simp [twoSiteHamiltonian]
  · have h : HasDerivAt (fun s => twoSiteState s 0) ((-Real.sin t : ℝ) : ℂ) t :=
      (Real.hasDerivAt_cos t).ofReal_comp
    refine h.congr_deriv ?_
    rw [Fin.sum_univ_two]
    change ((-Real.sin t : ℝ) : ℂ) = -I * (0 * (Real.cos t : ℂ) + -I * (Real.sin t : ℂ))
    rw [Complex.ofReal_neg]
    linear_combination (-(Real.sin t : ℂ)) * Complex.I_sq
  · have h : HasDerivAt (fun s => twoSiteState s 1) ((Real.cos t : ℝ) : ℂ) t :=
      (Real.hasDerivAt_sin t).ofReal_comp
    refine h.congr_deriv ?_
    rw [Fin.sum_univ_two]
    change (Real.cos t : ℂ) = -I * (I * (Real.cos t : ℂ) + 0 * (Real.sin t : ℂ))
    linear_combination (Real.cos t : ℂ) * Complex.I_sq
  · change 2 * (conj (Real.cos t : ℂ) * (-I) * (Real.sin t : ℂ)).im = -Real.sin (2 * t)
    rw [Real.sin_two_mul, Complex.conj_ofReal]
    simp only [Complex.mul_re, Complex.mul_im, Complex.neg_re, Complex.neg_im, Complex.I_re,
      Complex.I_im, Complex.ofReal_re, Complex.ofReal_im]
    ring

end

end LatticeCurrentContinuity
```

```lean
#print axioms LatticeCurrentContinuity.isHermitian_iff_bondCurrent_antisymm
#print axioms LatticeCurrentContinuity.region_continuity
#print axioms LatticeCurrentContinuity.bondCurrent_gauge
#print axioms LatticeCurrentContinuity.solvesSchrodinger_gauge
```

```
'LatticeCurrentContinuity.isHermitian_iff_bondCurrent_antisymm' depends on axioms: [propext, Classical.choice, Quot.sound]
'LatticeCurrentContinuity.region_continuity' depends on axioms: [propext, Classical.choice, Quot.sound]
'LatticeCurrentContinuity.bondCurrent_gauge' depends on axioms: [propext, Classical.choice, Quot.sound]
'LatticeCurrentContinuity.solvesSchrodinger_gauge' depends on axioms: [propext, Classical.choice, Quot.sound]
```

## Sites, amplitudes and currents in Lean

The sites are the elements of a finite type `n`. No geometry is attached to them: a bond is a pair of sites, and it carries current only if the matrix element between them is nonzero. The Hamiltonian `H : ℝ → Matrix n n ℂ` gives a complex matrix at each time, and `ψ : ℝ → n → ℂ` gives the amplitude on each site at each time.

`SolvesSchrodinger H ψ` says that for every time $t$ and site $x$ the amplitude is differentiable, with

$$\psi_x'(t)=-i\sum_y H_{xy}(t)\,\psi_y(t).$$

This is $i\psi'=H\psi$ solved for the derivative. It is a hypothesis on a given trajectory; the file doesn't construct solutions for a general $H(t)$. The definition doesn't ask for Hermiticity, which enters separately where it is needed, and it doesn't ask for normalisation.

For a state $\varphi$, `bondCurrent H φ x y` is

$$J_{xy}=2\,\mathrm{Im}\left(\overline{\varphi_x}\,H_{xy}\,\varphi_y\right).$$

The first index is the receiving site, so a positive $J_{xy}$ means flow from $y$ into $x$. With this definition, the theorems say the following.

- `site_continuity`: the derivative of $|\psi_x|^2$ is $\sum_y J_{xy}$, for any matrix $H(t)$, Hermitian or not.
- `bondCurrent_antisymm`: if $H$ is Hermitian, then $J_{xy}=-J_{yx}$.
- `isHermitian_iff_bondCurrent_antisymm`: antisymmetry in every state is equivalent to Hermiticity.
- `region_continuity`: if $H(t)$ is Hermitian at the time $t$ considered, then for every set $S$ of sites
$$\frac{d}{dt}\sum_{x\in S}|\psi_x|^2=\sum_{x\in S}\sum_{y\notin S}J_{xy}.$$
- `bondCurrent_gauge` and `solvesSchrodinger_gauge`: a change of site phases, made in the state and the Hamiltonian together, leaves each $J_{xy}$ unchanged and takes solutions to solutions.
- `twoSite_witness`: the two-site example of the opening has a Hermitian matrix, solves its Schrödinger equation and carries the stated current.

In `region_continuity`, `S` is a `Finset n` and `Sᶜ` is its complement. If $S$ contains all sites, the complement is empty and the right-hand side is zero, which is conservation of total probability.

## One particle in an orthonormal site basis

The quantity $|\psi_x|^2$ is a probability if the state is normalised. For a particle of charge $q$, both the site charge and the current are obtained by multiplying by $q$. In a tight-binding simulation of non-interacting particles, the region formula gives a direct check on the computed currents: their sum over the boundary of a region must match the rate of change of the population inside.

Reading $|\psi_x|^2$ as the population of site $x$ presupposes orthonormal site orbitals. Atomic orbitals with overlap lead to a different equation of motion, with an overlap matrix next to the time derivative, and then the division of charge among sites needs its own definition. Interactions between particles and lattices with infinitely many sites are also absent from the continuity theorems.

Hermiticity stands for the absence of sources and sinks. In a Hermitian matrix the diagonal entries are real, so $J_{xx}=2\,\mathrm{Im}(H_{xx})|\varphi_x|^2=0$, and whatever leaves one end of a bond arrives at the other.

The gauge change is given by a real angle $\theta_x$ on each site. With $s_x=e^{i\theta_x}$, which is `sitePhase θ x`, it acts as

$$\varphi_x\mapsto s_x\varphi_x,\qquad H_{xy}\mapsto s_xH_{xy}\overline{s_y}.$$

A hopping amplitude thus picks up the phase difference $\theta_x-\theta_y$ between its ends. This is the lattice form of a gauge transformation of the vector potential, restricted here to angles that don't depend on time. In the two-site example, the choice $\theta_0=\pi/2$, $\theta_1=0$ turns $H_{01}=-i$ into the real hopping $1$ and the state into $(i\cos t,\sin t)$, while the current is still $-\sin 2t$. The imaginary hopping on this single bond is therefore a matter of phase convention and not a sign of a magnetic field.

## The balance at one site

Fix $x$ and write $w=\sum_y H_{xy}\psi_y=u+iv$ and $\psi_x=a+ib$, with $a,b,u,v$ real. The equation of motion gives

$$a'+ib'=-i(u+iv)=v-iu,$$

so $a'=v$ and $b'=-u$. Therefore

$$\frac{d}{dt}|\psi_x|^2=2aa'+2bb'=2(av-bu).$$

On the other side, $\overline{\psi_x}\,w=(a-ib)(u+iv)$ has imaginary part $av-bu$. Hence

$$\frac{d}{dt}|\psi_x|^2=2\,\mathrm{Im}\left(\overline{\psi_x}\sum_yH_{xy}\psi_y\right)=\sum_yJ_{xy}.$$

The proof of `site_continuity` takes the same route. The step `hsum` collects the currents into the single expression with $w$, and `generalize` then replaces the sum by a letter, since its inner structure no longer matters. The facts `hre` and `him` are the derivatives of $a$ and $b$, obtained by composing $\psi_x$ with the linear maps that take real and imaginary parts. The product rule is applied to $a\cdot a+b\cdot b$, and `ring` compares the two real polynomials.

## Antisymmetry as a test of Hermiticity

If $H$ is Hermitian, then $H_{yx}=\overline{H_{xy}}$, and

$$\overline{\varphi_y}H_{yx}\varphi_x=\overline{\,\overline{\varphi_x}H_{xy}\varphi_y\,}.$$

Complex conjugation reverses the sign of the imaginary part, so $J_{yx}=-J_{xy}$. In `bondCurrent_antisymm` the relation between the matrix elements is called `e`; after rewriting with it, the proof expands into real and imaginary parts and finishes with `ring`.

For the converse, suppose that the currents are antisymmetric in every state. In the uniform state, with $\varphi_z=1$ on every site $z$, the current is $J_{xy}=2\,\mathrm{Im}\,H_{xy}$, so antisymmetry gives $\mathrm{Im}\,H_{xy}=-\mathrm{Im}\,H_{yx}$. For $x=y$ this says that the diagonal is real.

For $x\neq y$, change the amplitude on site $y$ alone to $i$. Then

$$J_{xy}=2\,\mathrm{Im}(iH_{xy})=2\,\mathrm{Re}\,H_{xy},\qquad J_{yx}=2\,\mathrm{Im}(-iH_{yx})=-2\,\mathrm{Re}\,H_{yx},$$

and antisymmetry gives $\mathrm{Re}\,H_{xy}=\mathrm{Re}\,H_{yx}$. Together the two conditions say $H_{yx}=\overline{H_{xy}}$. The Lean proof splits the matrix equation with `Complex.ext` and uses these two states, as `h2` for the real parts and `h1` for the imaginary parts. On a lattice of $N$ sites, both states are normalised by dividing the amplitudes by $\sqrt N$; this divides every current by $N$ and leaves the conclusions as they are.

## Cancellation inside a region

Summing the site balance over $S$ and splitting the inner sum gives

$$\frac{d}{dt}\sum_{x\in S}|\psi_x|^2=\sum_{x\in S}\sum_{y\in S}J_{xy}+\sum_{x\in S}\sum_{y\notin S}J_{xy}.$$

Call the first double sum $A$. By antisymmetry, and then by exchanging the names of the two summation indices,

$$A=-\sum_{x\in S}\sum_{y\in S}J_{yx}=-A,$$

so $A=0$ and only the boundary term is left. In `region_continuity`, the equation $A=-A$ is `hin`, with `Finset.sum_comm` exchanging the order of summation, and the splitting is `hsplit`. The closing `linarith` combines them.

The same argument covers absorption, a case for which the file has no theorem. Let $H_{xy}=K_{xy}-i\Gamma_x\delta_{xy}$, with $K$ Hermitian, real rates $\Gamma_x\ge 0$ and $\delta_{xy}$ equal to 1 for $x=y$ and 0 otherwise. The site balance still holds, the currents between different sites still cancel in pairs, and the diagonal terms $J_{xx}=-2\Gamma_x|\psi_x|^2$ survive:

$$\frac{d}{dt}\sum_{x\in S}|\psi_x|^2=\sum_{x\in S}\sum_{y\notin S}J_{xy}-2\sum_{x\in S}\Gamma_x|\psi_x|^2.$$

The last term is the loss to an absorbing potential within the region.

## Site phases drop out

Since $\overline{s_x}s_x=1$, which is `conj_sitePhase_mul`, the transformed current contains

$$\overline{s_x\varphi_x}\,\left(s_xH_{xy}\overline{s_y}\right)s_y\varphi_y=\overline{\varphi_x}H_{xy}\varphi_y.$$

In `bondCurrent_gauge`, `congr 2` reduces the claim to this complex equation, and `linear_combination` proves it from the unit-modulus relations at $x$ and $y$.

For the equation of motion, multiply by the constant $s_x$ and insert $\overline{s_y}s_y=1$ in each term:

$$(s_x\psi_x)'=-i\,s_x\sum_yH_{xy}\psi_y=-i\sum_y\left(s_xH_{xy}\overline{s_y}\right)(s_y\psi_y).$$

This is the Schrödinger equation for the transformed state and Hamiltonian. The equality of the two sums is `hs` in `solvesSchrodinger_gauge`.

## The two-site oscillation

For $H_{01}=-i$ and $H_{10}=i$ with zero diagonal, the equations of motion read

$$\psi_0'=-i(-i)\psi_1=-\psi_1,\qquad \psi_1'=-i(i)\psi_0=\psi_0.$$

The functions $\cos t$ and $\sin t$ satisfy them, and the state is normalised at all times. The current is

$$J_{01}=2\,\mathrm{Im}(-i\cos t\sin t)=-2\sin t\cos t=-\sin 2t.$$

The proof of `twoSite_witness` checks Hermiticity entry by entry, differentiates the cosine and sine as complex-valued functions, and matches the results to the equations of motion with $i^2=-1$. The double-angle formula then gives the current. For $0<t<\pi/2$ it is negative, as probability moves from site 0 to site 1.
